# The second moment of the Fermi function's thermal window is π²/3

The thermal window eˣ/(1 + eˣ)² is minus the derivative of the Fermi function 1/(eˣ + 1), where x is the energy measured from the chemical potential in units of the thermal energy. The lemma `integral_sq_window` states that x² times this window, integrated over the whole real line, gives π²/3. Since the window is even, the proof needs only the half-line x > 0, where it expands the window in powers of −e⁻ˣ and integrates term by term. That leaves an alternating sum of inverse squares, which is found by splitting the known sum π²/6 into its even and odd terms.

In Lean, a first try:

```lean
import Mathlib

open MeasureTheory Filter Set Topology Real

namespace LowTemperatureTransport

noncomputable section

/-- The thermal window as a function of the reduced energy `x = (E - mu) / t`. -/
def window (x : ℝ) : ℝ := Real.exp x / (1 + Real.exp x) ^ 2

/-- The thermal window is even. -/
theorem window_neg (x : ℝ) : window (-x) = window x := by
  unfold window
  rw [Real.exp_neg]
  have h := Real.exp_pos x
  field_simp
  ring

/-- The second moment of the thermal window is `π^2 / 3`. -/
theorem integral_sq_window : ∫ x, x ^ 2 * window x = π ^ 2 / 3 := by
  have hexp : ∀ r : ℝ, 0 < r →
      ∫ x in Ioi (0 : ℝ), x ^ 2 * Real.exp (-(r * x)) = 2 / r ^ 3 := by
    intro r hr
    have h := Real.integral_rpow_mul_exp_neg_mul_Ioi (a := 3) (r := r) (by norm_num) hr
    have g3 : Real.Gamma 3 = 2 := by
      rw [show (3 : ℝ) = ((2 : ℕ) : ℝ) + 1 by norm_num, Real.Gamma_nat_eq_factorial]
      norm_num [Nat.factorial]
    have p3 : (1 / r) ^ (3 : ℝ) = (1 / r) ^ 3 := by exact_mod_cast Real.rpow_natCast (1 / r) 3
    rw [g3, p3, show (3 : ℝ) - 1 = ((2 : ℕ) : ℝ) by norm_num] at h
    simp only [Real.rpow_natCast] at h
    rw [h, one_div, inv_pow]
    ring
  have hint : ∀ r : ℝ, 0 < r →
      IntegrableOn (fun x : ℝ => x ^ 2 * Real.exp (-(r * x))) (Ioi 0) := by
    intro r hr
    by_contra h
    have h0 := integral_undef h
    rw [hexp r hr] at h0
    exact (by positivity : 2 / r ^ 3 ≠ 0) h0
  have hF : ∀ n : ℕ, Integrable (fun x : ℝ => ((-1) ^ n * (n : ℝ)) *
      (x ^ 2 * Real.exp (-(n * x)))) (volume.restrict (Ioi 0)) := by
    intro n
    rcases Nat.eq_zero_or_pos n with rfl | hn
    · simp
    · exact Integrable.const_mul (hint n (by exact_mod_cast hn)) _
  have hval : ∀ n : ℕ, (n : ℝ) * ∫ x in Ioi (0 : ℝ), x ^ 2 * Real.exp (-(n * x))
      = 2 * (1 / (n : ℝ) ^ 2) := by
    intro n
    rcases Nat.eq_zero_or_pos n with rfl | hn
    · simp
    · have hn' : (0 : ℝ) < n := by exact_mod_cast hn
      rw [hexp n hn']
      field_simp
  have hs : Summable fun n : ℕ => ∫ x in Ioi (0 : ℝ),
      ‖((-1) ^ n * (n : ℝ)) * (x ^ 2 * Real.exp (-(n * x)))‖ := by
    convert hasSum_zeta_two.summable.mul_left 2 using 1
    funext n
    rw [← hval n, ← integral_const_mul]
    congr 1
    funext x
    have hn : ‖(-1 : ℝ) ^ n * n‖ = n := by simp
    rw [norm_mul, hn, Real.norm_of_nonneg
      (by positivity : 0 ≤ x ^ 2 * Real.exp (-(n * x)))]
  -- the window is a geometric-type series, integrated term by term
  have hsum := hasSum_integral_of_summable_integral_norm hF hs
  have hpt : ∫ x in Ioi (0 : ℝ), ∑' n : ℕ, ((-1) ^ n * (n : ℝ)) *
      (x ^ 2 * Real.exp (-(n * x))) = ∫ x in Ioi (0 : ℝ), -(x ^ 2 * window x) := by
    refine setIntegral_congr_fun measurableSet_Ioi fun x hx => ?_
    have hx' : 0 < x := hx
    have hr : ‖-Real.exp (-x)‖ < 1 := by
      rw [norm_neg, Real.norm_of_nonneg (Real.exp_pos _).le]
      exact Real.exp_lt_one (by linarith)
    have h := (hasSum_coe_mul_geometric_of_norm_lt_one hr).mul_left (x ^ 2)
    have hw : window x = Real.exp (-x) / (1 + Real.exp (-x)) ^ 2 := by
      rw [← window_neg x]; rfl
    have e : x ^ 2 * (-Real.exp (-x) / (1 - -Real.exp (-x)) ^ 2) = -(x ^ 2 * window x) := by
      rw [hw, sub_neg_eq_add]; ring
    refine Eq.trans (tsum_congr fun n => ?_) (h.tsum_eq.trans e)
    rw [neg_pow (Real.exp (-x)) n, ← Real.exp_nat_mul, mul_neg]
    ring
  -- the alternating sum of inverse squares
  have he : HasSum (fun k : ℕ => 1 / ((2 * k : ℕ) : ℝ) ^ 2) (π ^ 2 / 24) := by
    convert hasSum_zeta_two.mul_left (1 / 4) using 1
    · funext k
      push_cast
      ring
    · ring
  obtain ⟨b, ho⟩ : ∃ b, HasSum (fun k : ℕ => 1 / ((2 * k + 1 : ℕ) : ℝ) ^ 2) b :=
    ⟨_, (hasSum_zeta_two.summable.comp_injective (i := fun k : ℕ => 2 * k + 1)
      (fun a b h => by simpa using h)).hasSum⟩
  have hb := (HasSum.even_add_odd (f := fun n : ℕ => 1 / (n : ℝ) ^ 2) he ho).unique
    hasSum_zeta_two
  have halt : HasSum (fun n : ℕ => (-1 : ℝ) ^ n * (1 / (n : ℝ) ^ 2)) (π ^ 2 / 24 + -b) := by
    apply HasSum.even_add_odd
    · convert he using 2 with k
      rw [Even.neg_one_pow ⟨k, two_mul k⟩, one_mul]
    · convert ho.neg using 2 with k
      rw [Odd.neg_one_pow ⟨k, rfl⟩, neg_one_mul]
  have hterm : (fun n : ℕ => ∫ x in Ioi (0 : ℝ), ((-1) ^ n * (n : ℝ)) *
      (x ^ 2 * Real.exp (-(n * x)))) = fun n : ℕ => 2 * ((-1 : ℝ) ^ n * (1 / (n : ℝ) ^ 2)) := by
    funext n
    rw [integral_const_mul]
    linear_combination (-1 : ℝ) ^ n * hval n
  rw [hpt, hterm, integral_neg] at hsum
  have hhalf := hsum.unique (halt.mul_left 2)
  have ha : ∀ x, |x| ^ 2 * window |x| = x ^ 2 * window x := fun x => by
    rcases abs_choice x with h | h
    · rw [h]
    · rw [h, window_neg, neg_sq]
  have h2 := integral_comp_abs (f := fun x => x ^ 2 * window x)
  simp only [ha] at h2
  rw [h2]
  linarith

end

end LowTemperatureTransport
```

The compiler's answer:

```
Main.lean:58:4: error: Tactic `apply` failed: could not unify the conclusion of `@funext`
  ?f = ?g
with the goal
  instAddCommMonoid =
    CommRing.toNonUnitalCommRing.toNonUnitalNonAssocCommRing.toNonUnitalNonAssocSemiring.toAddCommMonoid

Note: The full type of `@funext` is
  ∀ {α : Sort ?u.337} {β : α → Sort ?u.336} {f g : (x : α) → β x}, (∀ (x : α), f x = g x) → f = g

case e'_3
hexp : ∀ (r : ℝ), 0 < r → ∫ (x : ℝ) in Ioi 0, x ^ 2 * rexp (-(r * x)) = 2 / r ^ 3
hint : ∀ (r : ℝ), 0 < r → IntegrableOn (fun x => x ^ 2 * rexp (-(r * x))) (Ioi 0) volume
hF : ∀ (n : ℕ), Integrable (fun x => (-1) ^ n * ↑n * (x ^ 2 * rexp (-(↑n * x)))) (volume.restrict (Ioi 0))
hval : ∀ (n : ℕ), ↑n * ∫ (x : ℝ) in Ioi 0, x ^ 2 * rexp (-(↑n * x)) = 2 * (1 / ↑n ^ 2)
⊢ instAddCommMonoid =
    CommRing.toNonUnitalCommRing.toNonUnitalNonAssocCommRing.toNonUnitalNonAssocSemiring.toAddCommMonoid
Main.lean:73:12: error(lean.unknownIdentifier): Unknown constant `Real.exp_lt_one`
Main.lean:85:6: error: Tactic `apply` failed: could not unify the conclusion of `@funext`
  ?f = ?g
with the goal
  instAddCommMonoid =
    CommRing.toNonUnitalCommRing.toNonUnitalNonAssocCommRing.toNonUnitalNonAssocSemiring.toAddCommMonoid

Note: The full type of `@funext` is
  ∀ {α : Sort ?u.560} {β : α → Sort ?u.559} {f g : (x : α) → β x}, (∀ (x : α), f x = g x) → f = g

case e'_3
hexp : ∀ (r : ℝ), 0 < r → ∫ (x : ℝ) in Ioi 0, x ^ 2 * rexp (-(r * x)) = 2 / r ^ 3
hint : ∀ (r : ℝ), 0 < r → IntegrableOn (fun x => x ^ 2 * rexp (-(r * x))) (Ioi 0) volume
hF : ∀ (n : ℕ), Integrable (fun x => (-1) ^ n * ↑n * (x ^ 2 * rexp (-(↑n * x)))) (volume.restrict (Ioi 0))
hval : ∀ (n : ℕ), ↑n * ∫ (x : ℝ) in Ioi 0, x ^ 2 * rexp (-(↑n * x)) = 2 * (1 / ↑n ^ 2)
hs : Summable fun n => ∫ (x : ℝ) in Ioi 0, ‖(-1) ^ n * ↑n * (x ^ 2 * rexp (-(↑n * x)))‖
hsum :
  HasSum (fun x => ∫ (a : ℝ) in Ioi 0, (-1) ^ x * ↑x * (a ^ 2 * rexp (-(↑x * a))))
    (∫ (a : ℝ) in Ioi 0, ∑' (i : ℕ), (-1) ^ i * ↑i * (a ^ 2 * rexp (-(↑i * a))))
hpt :
  ∫ (x : ℝ) in Ioi 0, ∑' (n : ℕ), (-1) ^ n * ↑n * (x ^ 2 * rexp (-(↑n * x))) = ∫ (x : ℝ) in Ioi 0, -(x ^ 2 * window x)
⊢ instAddCommMonoid =
    CommRing.toNonUnitalCommRing.toNonUnitalNonAssocCommRing.toNonUnitalNonAssocSemiring.toAddCommMonoid
Try this:
  [apply] ring_nf
  
  The `ring` tactic failed to close the goal. Use `ring_nf` to obtain a normal form.
    
  Note that `ring` works primarily in *commutative* rings. If you have a noncommutative ring, abelian group or module, consider using `noncomm_ring`, `abel` or `module` instead.
Main.lean:88:4: error: unsolved goals
case e'_5
hexp : ∀ (r : ℝ), 0 < r → ∫ (x : ℝ) in Ioi 0, x ^ 2 * rexp (-(r * x)) = 2 / r ^ 3
hint : ∀ (r : ℝ), 0 < r → IntegrableOn (fun x => x ^ 2 * rexp (-(r * x))) (Ioi 0) volume
hF : ∀ (n : ℕ), Integrable (fun x => (-1) ^ n * ↑n * (x ^ 2 * rexp (-(↑n * x)))) (volume.restrict (Ioi 0))
hval : ∀ (n : ℕ), ↑n * ∫ (x : ℝ) in Ioi 0, x ^ 2 * rexp (-(↑n * x)) = 2 * (1 / ↑n ^ 2)
hs : Summable fun n => ∫ (x : ℝ) in Ioi 0, ‖(-1) ^ n * ↑n * (x ^ 2 * rexp (-(↑n * x)))‖
hsum :
  HasSum (fun x => ∫ (a : ℝ) in Ioi 0, (-1) ^ x * ↑x * (a ^ 2 * rexp (-(↑x * a))))
    (∫ (a : ℝ) in Ioi 0, ∑' (i : ℕ), (-1) ^ i * ↑i * (a ^ 2 * rexp (-(↑i * a))))
hpt :
  ∫ (x : ℝ) in Ioi 0, ∑' (n : ℕ), (-1) ^ n * ↑n * (x ^ 2 * rexp (-(↑n * x))) = ∫ (x : ℝ) in Ioi 0, -(x ^ 2 * window x)
⊢ (fun k => (↑(k * 2))⁻¹ ^ 2) = fun i => (↑i)⁻¹ ^ 2 * (1 / 4)
Main.lean:83:76: error: unsolved goals
case e'_6
hexp : ∀ (r : ℝ), 0 < r → ∫ (x : ℝ) in Ioi 0, x ^ 2 * rexp (-(r * x)) = 2 / r ^ 3
hint : ∀ (r : ℝ), 0 < r → IntegrableOn (fun x => x ^ 2 * rexp (-(r * x))) (Ioi 0) volume
hF : ∀ (n : ℕ), Integrable (fun x => (-1) ^ n * ↑n * (x ^ 2 * rexp (-(↑n * x)))) (volume.restrict (Ioi 0))
hval : ∀ (n : ℕ), ↑n * ∫ (x : ℝ) in Ioi 0, x ^ 2 * rexp (-(↑n * x)) = 2 * (1 / ↑n ^ 2)
hs : Summable fun n => ∫ (x : ℝ) in Ioi 0, ‖(-1) ^ n * ↑n * (x ^ 2 * rexp (-(↑n * x)))‖
hsum :
  HasSum (fun x => ∫ (a : ℝ) in Ioi 0, (-1) ^ x * ↑x * (a ^ 2 * rexp (-(↑x * a))))
    (∫ (a : ℝ) in Ioi 0, ∑' (i : ℕ), (-1) ^ i * ↑i * (a ^ 2 * rexp (-(↑i * a))))
hpt :
  ∫ (x : ℝ) in Ioi 0, ∑' (n : ℕ), (-1) ^ n * ↑n * (x ^ 2 * rexp (-(↑n * x))) = ∫ (x : ℝ) in Ioi 0, -(x ^ 2 * window x)
⊢ π ^ 2 / 24 = 1 / 4 * (π ^ 2 / 6)
Main.lean:99:27: error(lean.unknownIdentifier): Unknown identifier `k`
```

Three of the repairs concern `convert`. In `hs` and `he`, `convert ... using 1` also asked for a proof that two additive structures on the reals are equal. That goal came first, and `funext` cannot act on it, as it is not an equality of functions. In `he` the bullets were then one goal out of step: `ring` met the equality of functions and failed, and the equality of the values π²/24 and 1/4 · π²/6 was left over.

The repair uses `summable_congr` in `hs`, which asks only for equality term by term. In `he` it proves the two equalities separately and rewrites with them.

In the odd half of `halt`, `convert ... with k` brought no `k` into scope, so the next line could not use it. The repair states the equality of functions outright, gets `k` from `funext`, and uses `change` to put the goal in the matching form.

The remaining error is a wrong name: `Real.exp_lt_one` does not exist here. `Real.exp_lt_one_iff` does, and its direction `.2` gives the bound from a negative exponent.

The mended proof, as a diff:

```diff
@@ -55,6 +55,5 @@
   have hs : Summable fun n : ℕ => ∫ x in Ioi (0 : ℝ),
       ‖((-1) ^ n * (n : ℝ)) * (x ^ 2 * Real.exp (-(n * x)))‖ := by
-    convert hasSum_zeta_two.summable.mul_left 2 using 1
-    funext n
+    refine (summable_congr fun n => ?_).2 (hasSum_zeta_two.summable.mul_left 2)
     rw [← hval n, ← integral_const_mul]
     congr 1
@@ -71,5 +70,5 @@
     have hr : ‖-Real.exp (-x)‖ < 1 := by
       rw [norm_neg, Real.norm_of_nonneg (Real.exp_pos _).le]
-      exact Real.exp_lt_one (by linarith)
+      exact Real.exp_lt_one_iff.2 (by linarith)
     have h := (hasSum_coe_mul_geometric_of_norm_lt_one hr).mul_left (x ^ 2)
     have hw : window x = Real.exp (-x) / (1 + Real.exp (-x)) ^ 2 := by
@@ -82,9 +81,12 @@
   -- the alternating sum of inverse squares
   have he : HasSum (fun k : ℕ => 1 / ((2 * k : ℕ) : ℝ) ^ 2) (π ^ 2 / 24) := by
-    convert hasSum_zeta_two.mul_left (1 / 4) using 1
-    · funext k
+    have h := hasSum_zeta_two.mul_left (1 / 4 : ℝ)
+    have e : (fun k : ℕ => 1 / ((2 * k : ℕ) : ℝ) ^ 2) =
+        fun k : ℕ => 1 / 4 * (1 / (k : ℝ) ^ 2) := by
+      funext k
       push_cast
       ring
-    · ring
+    rw [e, show π ^ 2 / 24 = 1 / 4 * (π ^ 2 / 6) by ring]
+    exact h
   obtain ⟨b, ho⟩ : ∃ b, HasSum (fun k : ℕ => 1 / ((2 * k + 1 : ℕ) : ℝ) ^ 2) b :=
     ⟨_, (hasSum_zeta_two.summable.comp_injective (i := fun k : ℕ => 2 * k + 1)
@@ -96,6 +98,12 @@
     · convert he using 2 with k
       rw [Even.neg_one_pow ⟨k, two_mul k⟩, one_mul]
-    · convert ho.neg using 2 with k
-      rw [Odd.neg_one_pow ⟨k, rfl⟩, neg_one_mul]
+    · have e : (fun k : ℕ => (-1 : ℝ) ^ (2 * k + 1) * (1 / ((2 * k + 1 : ℕ) : ℝ) ^ 2)) =
+          fun k : ℕ => -(1 / ((2 * k + 1 : ℕ) : ℝ) ^ 2) := by
+        funext k
+        rw [Odd.neg_one_pow ⟨k, rfl⟩, neg_one_mul]
+      change HasSum (fun k : ℕ => (-1 : ℝ) ^ (2 * k + 1) *
+        (1 / ((2 * k + 1 : ℕ) : ℝ) ^ 2)) (-b)
+      rw [e]
+      exact ho.neg
   have hterm : (fun n : ℕ => ∫ x in Ioi (0 : ℝ), ((-1) ^ n * (n : ℝ)) *
       (x ^ 2 * Real.exp (-(n * x)))) = fun n : ℕ => 2 * ((-1 : ℝ) ^ n * (1 / (n : ℝ) ^ 2)) := by
```
